# Power iteration with cI − H converges to the lowest curvature when c lies above the spectral midpoint and the start overlaps the lowest mode

The Hessian is modelled as one fixed symmetric linear map H on a finite-dimensional real inner product space, and the iterates are left unnormalised. A code would normally rescale the vector after each step to avoid overflow or underflow. In exact arithmetic this changes neither the direction of the iterate nor its Rayleigh quotient, so a statement about the bare recursion also describes the rescaled one.

## An error bound for the curvature estimate

Let h be the least and u the greatest eigenvalue of H. From a starting vector x₀ and a real shift c, the iteration is

x_{k+1} = c x_k − H x_k,  k = 0, 1, 2, …

The curvature along a nonzero vector x is the Rayleigh quotient

R(x) = ⟨x, Hx⟩ / ⟨x, x⟩.

If c > (h + u)/2 and x₀ is not orthogonal to the eigenspace of h, then every x_k is nonzero and R(x_k) → h.

The limit follows from a bound that holds at each k. Let v be a unit vector with Hv = hv and ⟨v, x₀⟩ ≠ 0, let c > h, and let q satisfy |c − μ| ≤ q(c − h) for every eigenvalue μ ≠ h. Then

0 ≤ R(x_k) − h ≤ q^(2k) · (⟨x₀, Hx₀⟩ − h⟨x₀, x₀⟩) / ⟨v, x₀⟩².

Let θ be the angle between x₀ and v. Dividing the numerator and denominator of the constant by ⟨x₀, x₀⟩ puts the bound in normalised form:

R(x_k) − h ≤ q^(2k) · (R(x₀) − h) / cos²θ.

A poor initial guess enlarges the prefactor but leaves q unchanged.

## Choosing the shift in a saddle search

A minimum-mode saddle search needs the lowest-curvature direction at the current geometry. With a suitable shift and start, shifted power iteration approximates such a direction from Hessian-vector products alone, without storing or diagonalising H. For a fixed Hessian and exact products, the result gives a sufficient condition on the shift for the curvature estimate to converge to the lowest eigenvalue, provided the start overlaps the lowest eigenspace.

The midpoint (h + u)/2 is rarely known in advance, but any c strictly above an upper bound for u is safe. A generous bound costs speed. If c ≥ u and μ₂ is the smallest eigenvalue above h, the best available factor is

q = (c − μ₂) / (c − h),

which approaches 1 as c grows.

## Damping the other modes

**Overlaps.** Let w be an eigenvector with Hw = μw. Since H is symmetric,

⟨w, x_{k+1}⟩ = c⟨w, x_k⟩ − ⟨w, Hx_k⟩ = c⟨w, x_k⟩ − ⟨Hw, x_k⟩ = (c − μ)⟨w, x_k⟩.

By induction,

⟨w, x_k⟩ = (c − μ)^k ⟨w, x₀⟩.

**Numerator.** Define A(x) = ⟨x, Hx⟩ − h⟨x, x⟩, so that R(x) − h = A(x)/⟨x, x⟩ for x ≠ 0. Take an orthonormal eigenbasis b_i with Hb_i = λ_i b_i. Then ⟨b_i, Hx⟩ = λ_i⟨b_i, x⟩, and expanding both inner products gives

A(x) = Σ_i (λ_i − h)⟨b_i, x⟩² ≥ 0.

Inserting the overlaps of x_k gives

A(x_k) = Σ_i (λ_i − h)(c − λ_i)^(2k) ⟨b_i, x₀⟩².

Terms with λ_i = h vanish. In all others (c − λ_i)^(2k) ≤ (q(c − h))^(2k), so

A(x_k) ≤ (q(c − h))^(2k) A(x₀).

**Denominator.** By the Cauchy–Schwarz inequality with the unit vector v,

⟨x_k, x_k⟩ ≥ ⟨v, x_k⟩² = (c − h)^(2k) ⟨v, x₀⟩² > 0.

Dividing the two estimates cancels (c − h)^(2k) and leaves the stated bound.

**A factor below one.** Since h ≤ u, the shift condition gives c > h. For an eigenvalue μ with h < μ ≤ u,

c − μ < c − h  and  μ − c ≤ u − c < c − h,

where the last inequality is c > (h + u)/2 rearranged. Hence |c − μ|/(c − h) < 1. There are finitely many eigenvalues, so the largest of these ratios is a valid q < 1; if h is the only eigenvalue, take q = 0. Then q^(2k) → 0 and R(x_k) → h.

**A two-mode example.** Let H = diag(−1, 3), so h = −1, u = 3 and the midpoint is 1. Start from x₀ = (1, 1).

- With c = 2, x_k = (3^k, (−1)^k) and R(x_k) + 1 = 4/(9^k + 1). Here q = 1/3 and the bound is 4/9^k.
- With c = 1, exactly at the midpoint, x_k = (2^k, (−2)^k) and R(x_k) = 1 for every k. The strict inequality in the shift condition is needed.
- With c = 0, x_k = (1, (−3)^k) and R(x_k) → 3, the highest curvature.

The overlap condition matters too. From x₀ = (0, 1) with the admissible shift c = 3, the first step already gives x₁ = 0.

**A single eigenvalue.** If h = u, which includes every one-dimensional problem, then H = hI. The shift condition becomes c > h, and R(x_k) = h from k = 0 onwards for any nonzero start.

## The Lean source

```lean
import Mathlib

open Filter Topology

namespace MinimumModePowerIteration

noncomputable section

variable {E : Type*} [NormedAddCommGroup E] [InnerProductSpace ℝ E]

/-- The shifted power iteration `x_{k+1} = c x_k - H x_k` started from `x₀`. -/
def powerIterate (H : E →ₗ[ℝ] E) (c : ℝ) (x₀ : E) : ℕ → E
  | 0 => x₀
  | k + 1 => c • powerIterate H c x₀ k - H (powerIterate H c x₀ k)

/-- The Rayleigh quotient, that is, the curvature of the Hessian `H` along `x`. -/
def rayleigh (H : E →ₗ[ℝ] E) (x : E) : ℝ := inner ℝ x (H x) / inner ℝ x x

/-- The overlap of the iterate with an eigenvector of eigenvalue `μ` is multiplied by
`c - μ` in every step. -/
theorem overlap_powerIterate {H : E →ₗ[ℝ] E} (hH : H.IsSymmetric) {v : E} {μ : ℝ}
    (hv : H v = μ • v) (c : ℝ) (x₀ : E) (k : ℕ) :
    inner ℝ v (powerIterate H c x₀ k) = (c - μ) ^ k * inner ℝ v x₀ := by
  induction k with
  | zero => simp [powerIterate]
  | succ k ih =>
    have h1 := hH v (powerIterate H c x₀ k)
    rw [hv, real_inner_smul_left] at h1
    rw [powerIterate, inner_sub_right, real_inner_smul_right, ← h1, ih]
    ring

/-- In an orthonormal eigenbasis, `⟨x, Hx⟩ - h ⟨x, x⟩` is the sum of the squared overlaps
weighted by the eigenvalues measured from `h`. -/
theorem excess_expansion {ι : Type*} [Fintype ι] {H : E →ₗ[ℝ] E} (hH : H.IsSymmetric)
    (b : OrthonormalBasis ι ℝ E) (ev : ι → ℝ) (hb : ∀ i, H (b i) = ev i • b i)
    (h : ℝ) (x : E) :
    inner ℝ x (H x) - h * inner ℝ x x = ∑ i, (ev i - h) * (inner ℝ (b i) x) ^ 2 := by
  have key : ∀ i, inner ℝ (b i) (H x) = ev i * inner ℝ (b i) x := by
    intro i
    rw [← hH (b i) x, hb i, real_inner_smul_left]
  rw [← b.sum_inner_mul_inner x (H x), ← b.sum_inner_mul_inner x x, Finset.mul_sum,
    ← Finset.sum_sub_distrib]
  refine Finset.sum_congr rfl fun i _ => ?_
  rw [key i, real_inner_comm (b i) x]
  ring

variable [FiniteDimensional ℝ E]

/-- If each step scales every other mode, in absolute value, by at most `q` times the factor `c - h`
of the lowest mode, the Rayleigh quotient lies above `h` by at most `q ^ (2k)` times a constant
fixed by the starting vector and its overlap with a normalised lowest mode `v`. -/
theorem rayleigh_error_bound {H : E →ₗ[ℝ] E} (hH : H.IsSymmetric) {h c q : ℝ}
    (hmin : ∀ μ, Module.End.HasEigenvalue H μ → h ≤ μ) (hc : h < c)
    (hq : ∀ μ, Module.End.HasEigenvalue H μ → μ ≠ h → |c - μ| ≤ q * (c - h))
    {v x₀ : E} (hv : H v = h • v) (hv1 : ‖v‖ = 1) (hx : inner ℝ v x₀ ≠ 0) (k : ℕ) :
    0 ≤ rayleigh H (powerIterate H c x₀ k) - h ∧
    rayleigh H (powerIterate H c x₀ k) - h ≤
      q ^ (2 * k) * ((inner ℝ x₀ (H x₀) - h * inner ℝ x₀ x₀) / (inner ℝ v x₀) ^ 2) := by
  let b := hH.eigenvectorBasis rfl
  let ev := hH.eigenvalues rfl
  have hb : ∀ i, H (b i) = ev i • b i := fun i => hH.apply_eigenvectorBasis rfl i
  have hev : ∀ i, Module.End.HasEigenvalue H (ev i) := fun i =>
    Module.End.hasEigenvalue_of_hasEigenvector
      ⟨Module.End.mem_eigenspace_iff.2 (hb i), b.orthonormal.ne_zero i⟩
  have hpos : ∀ y : E, 0 ≤ inner ℝ y (H y) - h * inner ℝ y y := by
    intro y
    rw [excess_expansion hH b ev hb]
    exact Finset.sum_nonneg fun i _ =>
      mul_nonneg (sub_nonneg.2 (hmin _ (hev i))) (sq_nonneg _)
  have hd : 0 < c - h := sub_pos.2 hc
  have hw : 0 < (inner ℝ v x₀) ^ 2 := by positivity
  have hq2 : 0 ≤ q ^ (2 * k) := by rw [pow_mul]; positivity
  have hov := overlap_powerIterate hH hv c x₀ k
  -- the numerator is damped mode by mode
  have hnum : inner ℝ (powerIterate H c x₀ k) (H (powerIterate H c x₀ k))
      - h * inner ℝ (powerIterate H c x₀ k) (powerIterate H c x₀ k)
      ≤ (q * (c - h)) ^ (2 * k) * (inner ℝ x₀ (H x₀) - h * inner ℝ x₀ x₀) := by
    rw [excess_expansion hH b ev hb, excess_expansion hH b ev hb, Finset.mul_sum]
    refine Finset.sum_le_sum fun i _ => ?_
    rw [overlap_powerIterate hH (hb i) c x₀ k]
    by_cases hi : ev i = h
    · simp [hi]
    · have h1 : (c - ev i) ^ (2 * k) ≤ (q * (c - h)) ^ (2 * k) := by
        have h2 : (c - ev i) ^ (2 * k) = |c - ev i| ^ (2 * k) := by
          rw [pow_mul, pow_mul, sq_abs]
        rw [h2]
        exact pow_le_pow_left₀ (abs_nonneg _) (hq _ (hev i) hi) _
      have h3 : 0 ≤ (ev i - h) * (inner ℝ (b i) x₀) ^ 2 :=
        mul_nonneg (sub_nonneg.2 (hmin _ (hev i))) (sq_nonneg _)
      calc (ev i - h) * ((c - ev i) ^ k * inner ℝ (b i) x₀) ^ 2
          = (c - ev i) ^ (2 * k) * ((ev i - h) * (inner ℝ (b i) x₀) ^ 2) := by ring
        _ ≤ _ := mul_le_mul_of_nonneg_right h1 h3
  -- the denominator is at least the weight of the lowest mode
  have hden : (c - h) ^ (2 * k) * (inner ℝ v x₀) ^ 2
      ≤ inner ℝ (powerIterate H c x₀ k) (powerIterate H c x₀ k) := by
    have h1 := abs_real_inner_le_norm v (powerIterate H c x₀ k)
    rw [hv1, one_mul] at h1
    have h2 := pow_le_pow_left₀ (abs_nonneg _) h1 2
    rw [sq_abs, hov] at h2
    rw [real_inner_self_eq_norm_sq]
    calc (c - h) ^ (2 * k) * (inner ℝ v x₀) ^ 2
        = ((c - h) ^ k * inner ℝ v x₀) ^ 2 := by ring
      _ ≤ _ := h2
  have hD : 0 < inner ℝ (powerIterate H c x₀ k) (powerIterate H c x₀ k) :=
    lt_of_lt_of_le (mul_pos (pow_pos hd _) hw) hden
  have hR : rayleigh H (powerIterate H c x₀ k) - h =
      (inner ℝ (powerIterate H c x₀ k) (H (powerIterate H c x₀ k))
        - h * inner ℝ (powerIterate H c x₀ k) (powerIterate H c x₀ k))
      / inner ℝ (powerIterate H c x₀ k) (powerIterate H c x₀ k) := by
    rw [rayleigh, sub_div, mul_div_cancel_right₀ _ hD.ne']
  rw [hR]
  refine ⟨div_nonneg (hpos _) hD.le, ?_⟩
  rw [div_le_iff₀ hD]
  refine hnum.trans ?_
  have hK := mul_nonneg hq2 (div_nonneg (hpos x₀) hw.le)
  refine le_trans (le_of_eq ?_) (mul_le_mul_of_nonneg_left hden hK)
  rw [mul_pow]
  field_simp

/-- For a shift above the midpoint of the spectrum, one factor `q < 1` bounds the
amplification of all other modes relative to the lowest mode. -/
theorem exists_damping_factor {H : E →ₗ[ℝ] E} {h u c : ℝ}
    (hh : IsLeast {μ | Module.End.HasEigenvalue H μ} h)
    (hu : IsGreatest {μ | Module.End.HasEigenvalue H μ} u) (hc : (h + u) / 2 < c) :
    ∃ q : ℝ, 0 ≤ q ∧ q < 1 ∧
      ∀ μ, Module.End.HasEigenvalue H μ → μ ≠ h → |c - μ| ≤ q * (c - h) := by
  have hhu : h ≤ u := hu.2 hh.1
  have hd : 0 < c - h := by linarith
  have : Finite {μ : ℝ // Module.End.HasEigenvalue H μ} :=
    inferInstanceAs (Finite (Module.End.Eigenvalues H))
  have : Nonempty {μ : ℝ // Module.End.HasEigenvalue H μ} := ⟨⟨h, hh.1⟩⟩
  -- the largest of the finitely many damping ratios
  obtain ⟨m, hm⟩ := Finite.exists_max
    (fun μ : {μ : ℝ // Module.End.HasEigenvalue H μ} =>
      if μ.1 = h then (0 : ℝ) else |c - μ.1| / (c - h))
  refine ⟨if m.1 = h then (0 : ℝ) else |c - m.1| / (c - h), ?_, ?_, ?_⟩
  · split_ifs
    · exact le_rfl
    · exact div_nonneg (abs_nonneg _) hd.le
  · split_ifs with h1
    · exact one_pos
    · have h2 : h < m.1 := lt_of_le_of_ne (hh.2 m.2) (Ne.symm h1)
      have h3 : m.1 ≤ u := hu.2 m.2
      rw [div_lt_one hd, abs_lt]
      constructor <;> linarith
  · intro μ hμ hne
    have h1 := hm ⟨μ, hμ⟩
    dsimp only at h1
    rw [if_neg hne] at h1
    exact (div_le_iff₀ hd).1 h1

/-- Minimum-mode power iteration: for a shift above the midpoint of the extreme eigenvalues
and a start not orthogonal to the lowest eigenspace, all iterates are nonzero and their
Rayleigh quotients tend to the lowest eigenvalue. -/
theorem tendsto_lowest {H : E →ₗ[ℝ] E} (hH : H.IsSymmetric) {h u c : ℝ} {x₀ : E}
    (hh : IsLeast {μ | Module.End.HasEigenvalue H μ} h)
    (hu : IsGreatest {μ | Module.End.HasEigenvalue H μ} u) (hc : (h + u) / 2 < c)
    (hx : x₀ ∉ (Module.End.eigenspace H h)ᗮ) :
    (∀ k, powerIterate H c x₀ k ≠ 0) ∧
    Tendsto (fun k => rayleigh H (powerIterate H c x₀ k)) atTop (𝓝 h) := by
  have hhu : h ≤ u := hu.2 hh.1
  have hch : h < c := by linarith
  rw [Submodule.mem_orthogonal] at hx
  push Not at hx
  obtain ⟨v, hv, hvx⟩ := hx
  have hv' : H v = h • v := Module.End.mem_eigenspace_iff.1 hv
  constructor
  · intro k h0
    have h1 := overlap_powerIterate hH hv' c x₀ k
    rw [h0, inner_zero_right] at h1
    exact mul_ne_zero (pow_ne_zero k (sub_pos.2 hch).ne') hvx h1.symm
  · have hv0 : v ≠ 0 := by
      rintro rfl
      exact hvx (inner_zero_left _)
    have hn : ‖v‖ ≠ 0 := norm_ne_zero_iff.2 hv0
    -- normalise the lowest mode and use the geometric error bound
    have hw : H (‖v‖⁻¹ • v) = h • (‖v‖⁻¹ • v) := by
      rw [map_smul, hv', smul_comm]
    have hw1 : ‖‖v‖⁻¹ • v‖ = 1 := by
      rw [norm_smul, norm_inv, norm_norm, inv_mul_cancel₀ hn]
    have hwx : inner ℝ (‖v‖⁻¹ • v) x₀ ≠ 0 := by
      rw [real_inner_smul_left]
      exact mul_ne_zero (inv_ne_zero hn) hvx
    obtain ⟨q, hq0, hq1, hq⟩ := exists_damping_factor hh hu hc
    have hb := rayleigh_error_bound hH (fun μ hμ => hh.2 hμ) hch hq hw hw1 hwx
    have hlim : Tendsto (fun k : ℕ => q ^ (2 * k)) atTop (𝓝 0) := by
      simp only [pow_mul]
      exact tendsto_pow_atTop_nhds_zero_of_lt_one (sq_nonneg q) (by nlinarith)
    have hz := squeeze_zero (fun k => (hb k).1) (fun k => (hb k).2)
      (by simpa only [zero_mul] using hlim.mul_const _)
    simpa only [sub_add_cancel, zero_add] using hz.add_const h

end

end MinimumModePowerIteration
```

```lean
#print axioms MinimumModePowerIteration.tendsto_lowest
```

```
'MinimumModePowerIteration.tendsto_lowest' depends on axioms: [propext, Classical.choice, Quot.sound]
```

## What `tendsto_lowest` says about a Hessian

The map `H : E →ₗ[ℝ] E` with `H.IsSymmetric` is the Hessian, and `E` is the space of displacements. Symmetry refers to the inner product on `E`, so Cartesian and mass-weighted coordinates both fit if H and the inner product are expressed consistently. The function `powerIterate H c x₀` is the unnormalised sequence, with index 0 giving `x₀`, and `rayleigh` is R.

The hypothesis `hh`, an `IsLeast` statement about the set of eigenvalues, says that h is itself an eigenvalue and that none lies below it; `hu` does the same for u with `IsGreatest`. The hypothesis `hx` says that `x₀` is outside the orthogonal complement of the whole h-eigenspace. A degenerate lowest eigenvalue is therefore allowed, and overlap with any one lowest mode is enough.

The conclusion has two parts: no iterate vanishes, and the Rayleigh quotients tend to h. The first part gives the second its physical meaning, because Lean evaluates the quotient at the zero vector as 0.

The theorem concerns the eigenvalue and makes no statement about convergence of the direction x_k. It also assumes exact arithmetic, exact Hessian-vector products and a Hessian that stays the same throughout the iteration. Errors in Hessian-vector products formed from finite differences of gradients, and changes of geometry between steps, are not modelled. Nor is h required to be negative: at a minimum whose translational modes have not been projected out, the lowest eigenvalue is zero, and that is the limit.

## How the lemmas follow the derivation

`overlap_powerIterate` is the induction for the overlaps. Its term `hH v (powerIterate H c x₀ k)` is the step that moves H from one side of the inner product to the other.

`excess_expansion` is the formula for A(x). It applies the basis expansion `b.sum_inner_mul_inner` twice, once for ⟨x, Hx⟩ and once for ⟨x, x⟩, and compares the sums term by term. The numbers λ_i appear as `ev i`.

`rayleigh_error_bound` takes its eigenbasis from Mathlib's spectral theorem for symmetric maps. Within it, `hnum` is the numerator estimate, with a case split on whether `ev i = h`, and `hden` is the Cauchy–Schwarz estimate. The identity `hR` rewrites R(x_k) − h as a single fraction, after which the two estimates are combined.

`exists_damping_factor` finds q. It assigns the ratio |c − μ|/(c − h) to each eigenvalue μ ≠ h and 0 to h itself, then picks the maximum with `Finite.exists_max`. The call to `linarith` after `abs_lt` proves the two inequalities that place the ratio below one.

`tendsto_lowest` extracts from `hx` a lowest mode v with nonzero overlap. The overlap formula then shows that no iterate is zero. For the limit, v is normalised, the error bound is applied with the q just found, and `squeeze_zero` traps R(x_k) − h between 0 and a constant multiple of q^(2k).
